# The smallest squared distance between different sites of an fcc lattice is a²/2

In an infinite fcc lattice with cubic lattice constant a, the smallest squared distance between two different sites is a²/2. The theorem states this as `IsLeast`: among the squared lengths of lattice vectors with integer coordinates not all zero, a²/2 occurs and none is smaller. The number a may be any real, including the degenerate value 0, where all the vectors have length zero. The proof writes the squared length as a²/2 times an integer quadratic form in the coordinates, and the first primitive vector gives the form the value 1. For the lower bound it argues by contradiction that the form is at least 1, since a value of at most 0 would force every coordinate to vanish.

Lean 4 with Mathlib refuses this proof:

```lean
import Mathlib

open Matrix Real

namespace NearestNeighbour

noncomputable section

/-- The primitive cell of the fcc lattice with cubic lattice constant `a`; the rows are the
primitive lattice vectors. -/
def fccCell (a : ℝ) : Matrix (Fin 3) (Fin 3) ℝ :=
  !![0, a / 2, a / 2; a / 2, 0, a / 2; a / 2, a / 2, 0]

/-- The fcc lattice vector with integer coordinates `n` in the primitive basis. -/
def latticeVector (a : ℝ) (n : Fin 3 → ℤ) : Fin 3 → ℝ :=
  (fun i => (n i : ℝ)) ᵥ* fccCell a

/-- The smallest squared distance between different fcc sites is `a²/2`. -/
theorem nearest_neighbour (a : ℝ) :
    IsLeast {d : ℝ | ∃ n : Fin 3 → ℤ, n ≠ 0 ∧ latticeVector a n ⬝ᵥ latticeVector a n = d}
      (a ^ 2 / 2) := by
  -- the squared length is `a²/2` times an integer quadratic form
  have key : ∀ n : Fin 3 → ℤ, latticeVector a n ⬝ᵥ latticeVector a n = a ^ 2 / 2 *
      ((n 0 ^ 2 + n 1 ^ 2 + n 2 ^ 2 + n 0 * n 1 + n 0 * n 2 + n 1 * n 2 : ℤ) : ℝ) := by
    intro n
    simp [latticeVector, fccCell, Matrix.vecMul, dotProduct, Fin.sum_univ_three]
    ring
  constructor
  · refine ⟨![1, 0, 0], ?_, ?_⟩
    · intro h
      have h0 := congrFun h 0
      simp at h0
    · rw [key]
      simp
  · rintro d ⟨n, hn, rfl⟩
    rw [key]
    -- the form is a positive integer unless all coordinates vanish
    have hq : 1 ≤ n 0 ^ 2 + n 1 ^ 2 + n 2 ^ 2 + n 0 * n 1 + n 0 * n 2 + n 1 * n 2 := by
      by_contra hlt
      have hle : n 0 ^ 2 + n 1 ^ 2 + n 2 ^ 2 + n 0 * n 1 + n 0 * n 2 + n 1 * n 2 ≤ 0 := by
        linarith [Int.not_le.mp hlt, Int.lt_add_one_iff.mp (Int.not_le.mp hlt)]
      have hs := sq_nonneg (n 0 + n 1 + n 2)
      have z0 : n 0 ^ 2 = 0 := le_antisymm
        (by nlinarith [sq_nonneg (n 1), sq_nonneg (n 2)]) (sq_nonneg _)
      have z1 : n 1 ^ 2 = 0 := le_antisymm
        (by nlinarith [sq_nonneg (n 0), sq_nonneg (n 2)]) (sq_nonneg _)
      have z2 : n 2 ^ 2 = 0 := le_antisymm
        (by nlinarith [sq_nonneg (n 0), sq_nonneg (n 1)]) (sq_nonneg _)
      apply hn
      funext i
      fin_cases i
      exacts [(pow_eq_zero_iff two_ne_zero).mp z0, (pow_eq_zero_iff two_ne_zero).mp z1,
        (pow_eq_zero_iff two_ne_zero).mp z2]
    exact le_mul_of_one_le_right (by positivity) (by exact_mod_cast hq)

end

end NearestNeighbour
```

Lean reports:

```
Main.lean:41:74: error: Application type mismatch: The argument
  hlt
has type
  ¬1 ≤ n 0 ^ 2 + n 1 ^ 2 + n 2 ^ 2 + n 0 * n 1 + n 0 * n 2 + n 1 * n 2
but is expected to have type
  ¬?m.452 + 1 ≤ ?m.456
in the application
  Int.not_le.mp hlt
```

The change, after which it compiles:

```diff
@@ -39,5 +39,5 @@
       by_contra hlt
       have hle : n 0 ^ 2 + n 1 ^ 2 + n 2 ^ 2 + n 0 * n 1 + n 0 * n 2 + n 1 * n 2 ≤ 0 := by
-        linarith [Int.not_le.mp hlt, Int.lt_add_one_iff.mp (Int.not_le.mp hlt)]
+        linarith [Int.not_le.mp hlt]
       have hs := sq_nonneg (n 0 + n 1 + n 2)
       have z0 : n 0 ^ 2 = 0 := le_antisymm
```

Diagnosis. The error lies in the second term handed to `linarith` in the proof of `hle`. `Int.lt_add_one_iff` turns `m < n + 1` into `m ≤ n`, so the `Int.not_le.mp` inside it has to prove an inequality whose right side is a sum ending in `+ 1`. Its argument must then have the form `¬ ?n + 1 ≤ ?m`, which is the expected type in the message. But `hlt` has the bare numeral `1` in that place, and Lean does not find by unification that the integer `1` could be read as `0 + 1`.

The repair drops this term and keeps the first, `Int.not_le.mp hlt`, which says that the quadratic form is less than 1. That is enough for `hle`, because `linarith` strengthens strict inequalities between integers: the form being less than 1 and, from the negated goal, greater than 0 contradict each other.
